# A differentiable one-electron function scaled to minimal energy in the field of one nucleus obeys the virial relation

Put one electron in the normalised Gaussian $(2\alpha/\pi)^{3/4}e^{-\alpha r^2}$ around a proton, in atomic units. Its gradient has squared norm $4\alpha^2r^2$ times the density, and $\langle r^2\rangle = 3/(4\alpha)$, so the kinetic energy is $3\alpha/2$. The attraction energy is $-\langle 1/r\rangle = -2\sqrt{2\alpha/\pi}$.

| $\alpha$ | kinetic | attraction | total |
|---|---|---|---|
| $1$ | $1.500$ | $-1.596$ | $-0.096$ |
| $1/4$ | $0.375$ | $-0.798$ | $-0.423$ |

The second function is the first one stretched to twice its width. Stretching has quartered the kinetic energy, which saves $1.125$, and halved the attraction, which costs $0.798$, so the total fell. Stretching the second function any further would lose more attraction than it saves in kinetic energy. The parts below find the best width for any differentiable real function whose kinetic energy is positive and whose attraction energy is negative.

## The function, its energies and its scale

```lean
import Mathlib

open MeasureTheory

noncomputable section

namespace GaussianScaling
```

Position space is $\mathbb R^3$ with the Euclidean norm. Coordinates are numbered $x_0,x_1,x_2$, as in Lean.

```lean
/-- Three-dimensional position space of one electron. -/
abbrev Space := EuclideanSpace ℝ (Fin 3)
```

For a scale factor $\eta>0$, the function $\psi$ becomes $\psi_\eta(x)=\eta^{3/2}\psi(\eta x)$, written `dilate η ψ`. Values $\eta>1$ compress it and values $\eta<1$ stretch it.

```lean
/-- The scaled wavefunction `η^(3/2) ψ(η x)`, for a scale factor `η > 0`. -/
def dilate (η : ℝ) (ψ : Space → ℝ) (x : Space) : ℝ :=
  η ^ (3 / 2 : ℝ) * ψ (η • x)
```

Write $N=\int\psi^2$, $T=\tfrac12\int\|\nabla\psi\|^2$ and $V=-Z\int\psi^2/\|x\|$, with a fixed nucleus of charge $Z$ at the origin. The total energy is $E=T+V$, and a subscript $\eta$ marks the same quantities for $\psi_\eta$.

```lean
/-- The squared norm `∫ ψ²`. -/
def normSq (ψ : Space → ℝ) : ℝ := ∫ x, ψ x ^ 2

/-- The kinetic energy `(1/2) ∫ ‖∇ψ‖²` in atomic units. -/
def kinetic (ψ : Space → ℝ) : ℝ := 1 / 2 * ∫ x, ‖gradient ψ x‖ ^ 2

/-- The attraction energy `-Z ∫ ψ²/‖x‖` to a nucleus of charge `Z` at the origin;
the integrand is meant for `x ≠ 0`, that is, almost everywhere. -/
def nuclear (Z : ℝ) (ψ : Space → ℝ) : ℝ := -Z * ∫ x, ψ x ^ 2 / ‖x‖

/-- The total energy, kinetic plus nuclear attraction. -/
def energy (Z : ℝ) (ψ : Space → ℝ) : ℝ := kinetic ψ + nuclear Z ψ
```

These integrals are not divided by $N$. They are expectation values when $N=1$; for any other finite, nonzero $N$, the physical energies are $T/N$, $V/N$ and $E/N$.

The ratio $\eta_0=-V/(2T)$ gets the name `optimalScale`, which parts (h) and (i) justify. It is the same for normalised and unnormalised functions.

```lean
/-- The scale factor `-V/(2T)`, for wavefunctions with `T ≠ 0`. -/
def optimalScale (Z : ℝ) (ψ : Space → ℝ) : ℝ := -nuclear Z ψ / (2 * kinetic ψ)
```

Finally, a contracted Cartesian Gaussian has $n$ primitives with coefficients $c_j$ and exponents $\alpha_j$, all sharing one angular monomial:
$$\chi_{c,\alpha}(x)=\sum_j c_j\,x_0^{k_0}x_1^{k_1}x_2^{k_2}\,e^{-\alpha_j\|x\|^2}.$$

```lean
/-- A contraction of Cartesian Gaussians with coefficients `c j`, exponents `α j` and the
common angular factor `x^(k 0) y^(k 1) z^(k 2)`. -/
def contracted {n : ℕ} (k : Fin 3 → ℕ) (c α : Fin n → ℝ) (x : Space) : ℝ :=
  ∑ j, c j * ((∏ i, x i ^ k i) * Real.exp (-α j * ‖x‖ ^ 2))
```

## (a) Exponents of a scaled contraction

Show that scaling a contraction changes only its exponents and a common prefactor:
$$(\chi_{c,\alpha})_\eta=\eta^{3/2}\,\eta^{k_0+k_1+k_2}\,\chi_{c,\eta^2\alpha}.$$

Replacing $x$ by $\eta x$ turns $x_i^{k_i}$ into $\eta^{k_i}x_i^{k_i}$, and the product over $i$ collects $\eta^{k_0+k_1+k_2}$. Since $\|\eta x\|^2=\eta^2\|x\|^2$, each exponential becomes $e^{-\eta^2\alpha_j\|x\|^2}$. The collected power does not depend on $j$ and comes out of the sum.

For $\eta>0$ and positive exponents, the prefactor is exactly the change in each primitive's normalisation constant. Coefficients that refer to normalised primitives therefore stay as they are.

In the proof, `hprod` handles the monomial and `hn` the squared norm; the sums are then compared term by term.

```lean
/-- Scaling a contracted Gaussian multiplies every exponent by `η²`, up to a common prefactor fixed
by `η` and the angular powers. -/
theorem dilate_contracted {n : ℕ} (η : ℝ) (k : Fin 3 → ℕ) (c α : Fin n → ℝ) (x : Space) :
    dilate η (contracted k c α) x =
      η ^ (3 / 2 : ℝ) * η ^ (∑ i, k i) * contracted k c (fun j => η ^ 2 * α j) x := by
  have hprod : ∏ i, (η • x) i ^ k i = η ^ (∑ i, k i) * ∏ i, x i ^ k i := by
    simp only [PiLp.smul_apply, smul_eq_mul, mul_pow, Finset.prod_mul_distrib,
      Finset.prod_pow_eq_pow_sum]
  have hn : ‖η • x‖ ^ 2 = η ^ 2 * ‖x‖ ^ 2 := by
    rw [norm_smul, mul_pow, Real.norm_eq_abs, sq_abs]
  simp only [dilate, contracted, hprod, hn, Finset.mul_sum]
  refine Finset.sum_congr rfl fun j _ => ?_
  have he : -α j * (η ^ 2 * ‖x‖ ^ 2) = -(η ^ 2 * α j) * ‖x‖ ^ 2 := by ring
  rw [he]
  ring
```

## (b) The squared prefactor

Show that for $\eta>0$
$$(\eta^{3/2})^2=\eta^3.$$

Exponents multiply for a positive base, and $\tfrac32\cdot2=3$. Lean distinguishes real from natural exponents, so the proof passes to real powers, multiplies the exponents with `Real.rpow_mul`, and returns.

```lean
/-- The square of the prefactor `η^(3/2)` is `η³`. -/
theorem prefactor_sq {η : ℝ} (hη : 0 < η) : (η ^ (3 / 2 : ℝ)) ^ 2 = η ^ 3 := by
  have h : (3 / 2 : ℝ) * ((2 : ℕ) : ℝ) = ((3 : ℕ) : ℝ) := by norm_num
  rw [← Real.rpow_natCast (η ^ (3 / 2 : ℝ)) 2, ← Real.rpow_mul hη.le, h, Real.rpow_natCast]
```

## (c) Integrals of scaled densities

Let $g(x)=c\,f(\eta x)$ for all $x$, with $\eta>0$. Show that
$$\int g=\frac{c}{\eta^3}\int f.$$

Substitute $y=\eta x$. In three dimensions $d^3y=\eta^3\,d^3x$, hence $\int c\,f(\eta x)\,d^3x=c\,\eta^{-3}\int f(y)\,d^3y$.

The substitution is `Measure.integral_comp_smul`. It produces $|(\eta^3)^{-1}|$, and `hc` removes the absolute value.

```lean
/-- If a density `g` is `c` times the density `f` at the scaled point `η x`, its integral
over space is `c/η³` times that of `f`. -/
theorem integral_of_scaling {η : ℝ} (hη : 0 < η) (c : ℝ) (f g : Space → ℝ)
    (h : ∀ x, g x = c * f (η • x)) : ∫ x, g x = c / η ^ 3 * ∫ x, f x := by
  have hc : |(η ^ 3)⁻¹| = (η ^ 3)⁻¹ := abs_of_pos (by positivity)
  simp_rw [h]
  rw [integral_const_mul, Measure.integral_comp_smul, finrank_euclideanSpace_fin, hc,
    smul_eq_mul]
  ring
```

## (d) The norm

Show that
$$N_\eta=N\qquad(\eta>0).$$

By (b), $\psi_\eta(x)^2=\eta^3\psi(\eta x)^2$. Part (c) with $c=\eta^3$ gives $N_\eta=(\eta^3/\eta^3)N=N$. The proof records the pointwise identity as `hp` and then applies (c). Differentiability is not needed.

```lean
/-- Scaling preserves the norm of the wavefunction. -/
theorem normSq_dilate {η : ℝ} (hη : 0 < η) (ψ : Space → ℝ) :
    normSq (dilate η ψ) = normSq ψ := by
  have hp : ∀ x, dilate η ψ x ^ 2 = η ^ 3 * ψ (η • x) ^ 2 := by
    intro x
    rw [dilate, mul_pow, prefactor_sq hη]
  calc normSq (dilate η ψ) = η ^ 3 / η ^ 3 * normSq ψ :=
        integral_of_scaling hη _ (fun y => ψ y ^ 2) _ hp
    _ = normSq ψ := by field_simp
```

## (e) The gradient

For differentiable $\psi$, show that
$$\nabla\psi_\eta(x)=\eta^{3/2}\,\eta\,(\nabla\psi)(\eta x).$$

By the chain rule, $\partial_i[\psi(\eta x)]=\eta\,(\partial_i\psi)(\eta x)$ for each $i$, and the constant $\eta^{3/2}$ multiplies the result.

In Lean, `hs` is the derivative of $x\mapsto\eta x$, and `hd` composes it with the derivative of $\psi$. The gradient is the vector that represents this linear map, so the scalar factors carry over to it.

```lean
/-- The gradient of the scaled wavefunction is `η^(3/2) η` times the original gradient
at `η x`. -/
theorem gradient_dilate (η : ℝ) {ψ : Space → ℝ} (hψ : Differentiable ℝ ψ) (x : Space) :
    gradient (dilate η ψ) x = (η ^ (3 / 2 : ℝ) * η) • gradient ψ (η • x) := by
  have hs : HasFDerivAt (fun y : Space => η • y) (η • ContinuousLinearMap.id ℝ Space) x :=
    (hasFDerivAt_id x).const_smul η
  -- chain rule for the inner scaling
  have hd : HasFDerivAt (dilate η ψ)
      (η ^ (3 / 2 : ℝ) • (fderiv ℝ ψ (η • x)).comp (η • ContinuousLinearMap.id ℝ Space)) x :=
    ((hψ (η • x)).hasFDerivAt.comp x hs).const_mul (η ^ (3 / 2 : ℝ))
  unfold gradient
  rw [hd.fderiv, ContinuousLinearMap.comp_smul, ContinuousLinearMap.comp_id, smul_smul,
    map_smulₛₗ]
  simp only [conj_trivial]
```

## (f) The kinetic energy

For differentiable $\psi$ and $\eta>0$, show that
$$T_\eta=\eta^2T.$$

Squaring the norm in (e) and using (b) gives $\|\nabla\psi_\eta(x)\|^2=\eta^3\eta^2\|(\nabla\psi)(\eta x)\|^2$. Part (c) divides by $\eta^3$, leaving $\eta^2$; the factor $\tfrac12$ is unaffected. The proof takes the same two steps, `hp` for the density and `h` for its integral.

```lean
/-- The kinetic energy scales by `η²`. -/
theorem kinetic_dilate {η : ℝ} (hη : 0 < η) {ψ : Space → ℝ} (hψ : Differentiable ℝ ψ) :
    kinetic (dilate η ψ) = η ^ 2 * kinetic ψ := by
  have hp : ∀ x, ‖gradient (dilate η ψ) x‖ ^ 2 =
      η ^ 3 * η ^ 2 * ‖gradient ψ (η • x)‖ ^ 2 := by
    intro x
    rw [gradient_dilate η hψ, norm_smul, mul_pow, Real.norm_eq_abs, sq_abs, mul_pow,
      prefactor_sq hη]
  have h : ∫ x, ‖gradient (dilate η ψ) x‖ ^ 2 =
      η ^ 3 * η ^ 2 / η ^ 3 * ∫ x, ‖gradient ψ x‖ ^ 2 :=
    integral_of_scaling hη _ (fun y => ‖gradient ψ y‖ ^ 2) _ hp
  rw [kinetic, kinetic, h, mul_div_cancel_left₀ _ (pow_ne_zero 3 hη.ne')]
  ring
```

## (g) The attraction energy

For $\eta>0$, show that
$$V_\eta=\eta V.$$

Away from the origin, $1/\|x\|=\eta/\|\eta x\|$. Hence
$$\frac{\psi_\eta(x)^2}{\|x\|}=\eta^3\,\eta\,\frac{\psi(\eta x)^2}{\|\eta x\|},$$
and (c) leaves one factor $\eta$. Multiplying by $-Z$ finishes the argument. The proof follows the pattern of (f), with a case split that sets the origin apart.

```lean
/-- The nuclear attraction energy scales by `η`. -/
theorem nuclear_dilate {η : ℝ} (hη : 0 < η) (Z : ℝ) (ψ : Space → ℝ) :
    nuclear Z (dilate η ψ) = η * nuclear Z ψ := by
  have hp : ∀ x, dilate η ψ x ^ 2 / ‖x‖ = η ^ 3 * η * (ψ (η • x) ^ 2 / ‖η • x‖) := by
    intro x
    rw [dilate, mul_pow, prefactor_sq hη, norm_smul, Real.norm_of_nonneg hη.le]
    rcases eq_or_ne ‖x‖ 0 with h | h
    · rw [h]
      simp
    · field_simp
  have h : ∫ x, dilate η ψ x ^ 2 / ‖x‖ = η ^ 3 * η / η ^ 3 * ∫ x, ψ x ^ 2 / ‖x‖ :=
    integral_of_scaling hη _ (fun y => ψ y ^ 2 / ‖y‖) _ hp
  rw [nuclear, nuclear, h, mul_div_cancel_left₀ _ (pow_ne_zero 3 hη.ne')]
  ring
```

## (h) The scale at which the virial relation holds

Let $\psi$ be differentiable with $T>0$, and let $\eta>0$. Show that
$$2T_\eta=-V_\eta\quad\Longleftrightarrow\quad\eta=\eta_0.$$

By (f) and (g), the left side says $2\eta^2T=-\eta V$. Dividing by $\eta\neq0$ gives $2\eta T=-V$, and dividing by $2T\neq0$ gives $\eta=-V/(2T)=\eta_0$. Every step can be reversed.

Lean cancels $\eta$ with `mul_left_cancel₀` in one direction and multiplies by it in the other. No sign of $V$ is assumed: if $V\ge0$, then $\eta_0\le0$, and both sides are false for every $\eta>0$.

```lean
/-- Among the scaled wavefunctions, the virial relation `2T = -V` holds exactly at the
scale factor `-V/(2T)`. -/
theorem virial_iff {η : ℝ} (hη : 0 < η) (Z : ℝ) {ψ : Space → ℝ} (hψ : Differentiable ℝ ψ)
    (hT : 0 < kinetic ψ) :
    2 * kinetic (dilate η ψ) = -nuclear Z (dilate η ψ) ↔ η = optimalScale Z ψ := by
  have h2 : 2 * kinetic ψ ≠ 0 := by positivity
  rw [kinetic_dilate hη hψ, nuclear_dilate hη, optimalScale, eq_div_iff h2]
  constructor
  · intro h
    exact mul_left_cancel₀ hη.ne' (by linear_combination h)
  · intro h
    linear_combination η * h
```

## (i) The minimum of the energy

Let $\psi$ be differentiable with $T>0>V$. Show that $\eta_0>0$, that $E_{\eta_0}<E_\eta$ for every other $\eta>0$, and that
$$E_{\eta_0}=-\frac{V^2}{4T},\qquad 2T_{\eta_0}=-V_{\eta_0}.$$

The signs give $\eta_0>0$ at once. Since $V=-2T\eta_0$, completing the square yields
$$E_\eta=\eta^2T+\eta V=T(\eta-\eta_0)^2-T\eta_0^2=T(\eta-\eta_0)^2-\frac{V^2}{4T}.$$
The square vanishes at $\eta=\eta_0$ and is positive elsewhere, which gives both the value and the uniqueness of the minimiser. The last equation is (h) at $\eta=\eta_0$. For an unnormalised function with finite $N>0$, the physical minimum is $-V^2/(4TN)$.

The condition $T>0$ says that confining the electron costs energy, and $V<0$ says that the nucleus attracts it. Because Lean assigns the value $0$ to the integral of a non-integrable function, these strict signs also ensure that both integrals converge.

For the Gaussian with $\alpha=1$ and $Z=1$,
$$\eta_0=\frac{1.596}{3}\approx0.532,$$
so the best exponent is $\eta_0^2\approx0.283$. There $T_{\eta_0}\approx0.424$, $V_{\eta_0}\approx-0.849$ and $E_{\eta_0}\approx-0.424$ hartree.

In the limiting case $Z=0$ the attraction vanishes and $E_\eta=\eta^2T$. This decreases towards zero as the function spreads out, and no minimum is reached.

The completed square is `key` in the proof. The strict inequality comes from `hpos`, the positivity of the squared term.

```lean
/-- If `T > 0 > V`, the scale factor `-V/(2T)` is positive, it is the unique minimiser of the
energy over all scalings, the minimum is `-V²/(4T)`, and there `2T = -V`. -/
theorem energy_minimal_at_optimalScale (Z : ℝ) {ψ : Space → ℝ} (hψ : Differentiable ℝ ψ)
    (hT : 0 < kinetic ψ) (hV : nuclear Z ψ < 0) :
    0 < optimalScale Z ψ ∧
    (∀ η, 0 < η → η ≠ optimalScale Z ψ →
      energy Z (dilate (optimalScale Z ψ) ψ) < energy Z (dilate η ψ)) ∧
    energy Z (dilate (optimalScale Z ψ) ψ) = -(nuclear Z ψ ^ 2 / (4 * kinetic ψ)) ∧
    2 * kinetic (dilate (optimalScale Z ψ) ψ) = -nuclear Z (dilate (optimalScale Z ψ) ψ) := by
  have h0 : 0 < optimalScale Z ψ := div_pos (neg_pos.mpr hV) (by positivity)
  -- complete the square in the scale factor
  have key : ∀ η, 0 < η → energy Z (dilate η ψ) =
      kinetic ψ * (η - optimalScale Z ψ) ^ 2 - nuclear Z ψ ^ 2 / (4 * kinetic ψ) := by
    intro η hη
    have hT' := hT.ne'
    rw [energy, kinetic_dilate hη hψ, nuclear_dilate hη, optimalScale]
    field_simp
    ring
  refine ⟨h0, fun η hη hne => ?_, ?_, (virial_iff h0 Z hψ hT).mpr rfl⟩
  · have hsub := sub_ne_zero.mpr hne
    have hpos : 0 < kinetic ψ * (η - optimalScale Z ψ) ^ 2 := by positivity
    rw [key _ h0, key η hη, sub_self]
    linarith
  · rw [key _ h0]
    ring
```

## (j) Functions already at their best scale

Let $\psi$ be differentiable with $T>0>V$, and suppose that $E\le E_\eta$ for every $\eta>0$. Show that
$$2T=-V.$$

The function itself is the member $\eta=1$ of the family, since $\psi_1=\psi$. If $\eta_0\neq1$, part (i) would give $E_{\eta_0}<E_1=E$, against the assumption. So $\eta_0=1$, and (h) at $\eta=1$ is the claim. In Lean, `h1` identifies $\psi_1$ with $\psi$, and `hone` is the argument by contradiction.

The virial theorem of quantum mechanics is usually stated for eigenstates. The assumption here is minimality under scaling, and no Schrödinger equation enters. The relation is therefore no certificate of accuracy: the Gaussian optimised in (i) satisfies it at $-0.424$ hartree, while the exact ground-state energy of hydrogen is $-0.5$. That exact state, proportional to $e^{-r}$, has a cusp at the nucleus and so fails the differentiability assumption, whereas Gaussian contractions meet it. It obeys the relation all the same, with $T=\tfrac12$ and $V=-1$ when normalised, but the theorem here does not cover it.

In basis-set work, the ratio $-V/(2T)$ gives the best common scale for a fixed contraction in this one-electron, one-nucleus, one-parameter model. With several electrons or nuclei, the energy contains further terms that are not treated here.

```lean
/-- A wavefunction with `T > 0 > V` whose energy cannot be lowered by scaling satisfies the
virial relation `2T = -V`. -/
theorem virial_of_scale_optimal (Z : ℝ) {ψ : Space → ℝ} (hψ : Differentiable ℝ ψ)
    (hT : 0 < kinetic ψ) (hV : nuclear Z ψ < 0)
    (hmin : ∀ η, 0 < η → energy Z ψ ≤ energy Z (dilate η ψ)) :
    2 * kinetic ψ = -nuclear Z ψ := by
  obtain ⟨h0, hlt, -, -⟩ := energy_minimal_at_optimalScale Z hψ hT hV
  have h1 : dilate 1 ψ = ψ := by
    funext x
    simp [dilate]
  -- the unscaled function is the member `η = 1` of the family
  have hone : 1 = optimalScale Z ψ := by
    by_contra hne
    have h := hlt 1 one_pos hne
    rw [h1] at h
    exact not_lt_of_ge (hmin _ h0) h
  have hv := (virial_iff one_pos Z hψ hT).mpr hone
  rwa [h1] at hv

end GaussianScaling
```

```lean
#print axioms GaussianScaling.dilate_contracted
#print axioms GaussianScaling.normSq_dilate
#print axioms GaussianScaling.energy_minimal_at_optimalScale
#print axioms GaussianScaling.virial_of_scale_optimal
```

```
'GaussianScaling.dilate_contracted' depends on axioms: [propext, Classical.choice, Quot.sound]
'GaussianScaling.normSq_dilate' depends on axioms: [propext, Classical.choice, Quot.sound]
'GaussianScaling.energy_minimal_at_optimalScale' depends on axioms: [propext, Classical.choice, Quot.sound]
'GaussianScaling.virial_of_scale_optimal' depends on axioms: [propext, Classical.choice, Quot.sound]
```
